# End-point parities fix the discrete Zak phase of an inversion-symmetric loop

A one-dimensional crystal with an inversion centre has occupied states at momentum $k$ and at $-k$ that are mirror images of each other. At $k=0$ and at the zone boundary, inversion maps the momentum to itself, up to a reciprocal lattice vector, so the states there can be chosen even or odd. Take a band model whose Bloch Hamiltonian matrix is periodic in $k$ and whose inversion acts by the same matrix at every momentum. A numerical calculation samples the zone at finitely many momenta and multiplies the overlap determinants of the occupied eigenvectors at neighbouring momenta around the closed loop. The argument of this product is, up to a sign convention, the discrete Zak phase. Which values can it take, and do the parities at the two invariant momenta suffice to find it?

## The return path conjugates the outgoing overlaps

Let $m\ge 1$, and let $u_0,\dots,u_m$ be frames: $u_j$ consists of the vectors $u_{j,i}$, one for each occupied band $i$. Let $P$ be a unitary operator, representing inversion, with

$$P u_{0,i}=a_i u_{0,i},\qquad P u_{m,i}=b_i u_{m,i},\qquad a_i,b_i=\pm1 .$$

The loop has $2m$ points: $w_j=u_j$ for $0\le j\le m$ and $w_j=Pu_{2m-j}$ for $m<j<2m$. Write $L(F,G)=\det\langle F_i|G_{i'}\rangle$ for the overlap determinant of two frames. The claim is

$$\prod_{j=0}^{2m-1}L(w_j,w_{j+1})=\Big(\prod_i a_i\Big)\Big(\prod_i b_i\Big)\prod_{j=0}^{m-1}|L(u_j,u_{j+1})|^2,$$

with loop indices taken modulo $2m$.

Three properties of $L$ are needed. Exchanging the frames turns the overlap matrix into its conjugate transpose, so $L(G,F)=\overline{L(F,G)}$. Applying $P$ to both frames changes no inner product. Multiplying $F_i$ by $c_i$ and $G_i$ by $d_i$ scales rows and columns, and so multiplies $L$ by $\prod_i\overline{c_i}\,d_i$.

On the return path, for $0\le x\le m$,

$$w_{m+x,i}=s_{x,i}\,P u_{m-x,i},\qquad s_{0,i}=b_i,\quad s_{m,i}=a_i,\quad s_{x,i}=1\text{ otherwise}.$$

At $x=0$ this holds because $b_iPu_{m,i}=b_i^2u_{m,i}=u_{m,i}$, and at $x=m$, where the loop closes, because $a_iPu_{0,i}=u_{0,i}$. For $0\le x<m$ the return link is therefore

$$L(w_{m+x},w_{m+x+1})=\Big(\prod_i s_{x,i}s_{x+1,i}\Big)\,\overline{L(u_{m-x-1},u_{m-x})}.$$

For each band, the product of $s_{x,i}s_{x+1,i}$ over $x=0,\dots,m-1$ contains $s_{0,i}$ and $s_{m,i}$ once each, and otherwise only ones. It equals $a_ib_i$, also for $m=1$. As $x$ runs over its range, the conjugated links run through all the outgoing links in reverse order. Each outgoing link meets its conjugate, which gives the squared moduli.

If no link vanishes, the loop product is a positive number times the product of all parities. The phase is then $0$ or $\pi$. For $m=1$ only $0$ occurs: if the total parities of the two end frames differ, invariance under $P$ forces $L(u_0,u_1)=0$.

## Parities and overlaps in a band-structure code

Suppose that the columns of `U[j]` are the orthonormal occupied eigenvectors at the $j$th of `N` momenta. The loop product is accumulated by

`W *= np.linalg.det(U[j].conj().T @ U[(j+1) % N])`

and the phase is `np.angle(W)`. The diagonaliser returns arbitrary phases, and its states at $-k$ need not be the vectors $Pu$. As long as they span the same space, the two orthonormal frames differ by a unitary mixing. This does not change the product, because every frame enters once as a bra and once as a ket, so the determinant of the mixing meets its conjugate. Rounding can turn $\pi$ into $-\pi$, which is the same phase.

The parity product at an invariant momentum is the determinant of `U[j].conj().T @ P @ U[j]`, even when degenerate states come out mixed. Take a gapped, non-interacting one-dimensional band model with a periodic Bloch Hamiltonian and an inversion matrix that does not depend on $k$. If the sampled momenta are symmetric under $k\to-k$ and include both invariant ones, and no link vanishes, two such determinants give the phase of the loop product. This phase enters the electronic polarisation.

## Frames, links and the closed loop in Lean

```lean
import Mathlib

open Finset ComplexConjugate

namespace ZakParityIndicator

noncomputable section

variable {V : Type*} [NormedAddCommGroup V] [InnerProductSpace ℂ V]
variable {ι : Type*} [Fintype ι] [DecidableEq ι]
```

The space `V` is any complex inner-product space, of finite or infinite dimension, and the finite type `ι` labels the occupied bands.

```lean
/-- The determinant of the overlap matrix between two frames of occupied states. -/
def link (F G : ι → V) : ℂ :=
  (Matrix.of fun i j => inner ℂ (F i) (G j)).det
```

`link F G` is $L(F,G)$. Mathlib's `inner ℂ` is conjugate-linear in its first argument, as a bra-ket is.

```lean
/-- The closed loop `u 0, ..., u m, P u (m-1), ..., P u 1`, listed by `j = 0, ..., 2m-1`. -/
def inversionLoop (P : V ≃ₗᵢ[ℂ] V) (u : ℕ → V) (m j : ℕ) : V :=
  if j ≤ m then u j else P (u (2 * m - j))
```

The type `V ≃ₗᵢ[ℂ] V` contains the linear, norm-preserving bijections, that is, the unitary operators. Nothing requires $P^2=1$. The sequence `u` is indexed by all natural numbers, but only the entries up to `m` enter the loop.

```lean
/-- The cyclic product of overlap determinants around a loop of `N` frames. -/
def wilsonLoop (N : ℕ) (w : ℕ → ι → V) : ℂ :=
  ∏ j ∈ range N, link (w j) (w ((j + 1) % N))
```

The successor is taken modulo `N`, so the last frame is linked to the first.

```lean
/-- The sign relating the loop state at step `x` of the return path to the inverted
state `P u (m-x)`: `b` at the start, `a` at the end, and `1` in between. -/
def returnSign (m : ℕ) (a b : ℂ) (x : ℕ) : ℂ :=
  if x = 0 then b else if x = m then a else 1
```

This is $s_{x,i}$ for one band.

## Symmetries of the overlap determinant

```lean
/-- Exchanging two frames conjugates their overlap determinant. -/
theorem link_swap (F G : ι → V) : link G F = conj (link F G) := by
  unfold link
  rw [starRingEnd_apply, ← Matrix.det_conjTranspose]
  congr 1
  ext i j
  exact (inner_conj_symm (𝕜 := ℂ) (G i) (F j)).symm
```

The proof writes the conjugated determinant as the determinant of the conjugate transpose and compares entries.

```lean
/-- Rescaling the states of two frames, and applying a common unitary to both, multiplies
the overlap determinant by the scale factors, conjugated for the first frame. -/
theorem link_smul_map (P : V ≃ₗᵢ[ℂ] V) (c d : ι → ℂ) (F G : ι → V) :
    link (fun i => c i • P (F i)) (fun i => d i • P (G i)) =
      (∏ i, conj (c i)) * ((∏ i, d i) * link F G) := by
  unfold link
  rw [← Matrix.det_mul_row, ← Matrix.det_mul_column]
  congr 1
  ext i j
  simp only [Matrix.of_apply, inner_smul_left, inner_smul_right,
    LinearIsometryEquiv.inner_map_map]
  ring
```

Here the scale factors are moved into the rows and columns of the matrix, and `inner_map_map` removes $P$ from each entry.

## Signs collected on the way back

```lean
/-- The signs collected along the return path multiply to the product of the two parities. -/
theorem prod_returnSign (m : ℕ) (hm : 0 < m) (a b : ℂ) :
    ∏ x ∈ range m, returnSign m a b x * returnSign m a b (x + 1) = a * b := by
  obtain ⟨k, rfl⟩ : ∃ k, m = k + 1 := ⟨m - 1, by omega⟩
  have h : ∏ x ∈ range k, returnSign (k + 1) a b (x + 1) = 1 :=
    Finset.prod_eq_one (fun x hx => by
      have := Finset.mem_range.mp hx
      unfold returnSign
      rw [if_neg (by omega), if_neg (by omega)])
  have h0 : returnSign (k + 1) a b 0 = b := by simp [returnSign]
  have h1 : returnSign (k + 1) a b (k + 1) = a := by simp [returnSign]
  rw [Finset.prod_mul_distrib, Finset.prod_range_succ',
    Finset.prod_range_succ (fun x => returnSign (k + 1) a b (x + 1)), h, h0, h1]
  ring
```

With $m=k+1$, the product is split into one over $s_x$ and one over $s_{x+1}$. The first gives up its initial factor $b$, the second its final factor $a$, and `h` says that the remaining interior signs multiply to one.

```lean
/-- On the return path each loop state is a sign times the inverted outgoing state. -/
theorem inversionLoop_return (P : V ≃ₗᵢ[ℂ] V) (u : ℕ → V) (m : ℕ) (hm : 0 < m) (a b : ℂ)
    (ha : a = 1 ∨ a = -1) (hb : b = 1 ∨ b = -1)
    (h0 : P (u 0) = a • u 0) (h1 : P (u m) = b • u m) (x : ℕ) (hx : x ≤ m) :
    inversionLoop P u m ((m + x) % (2 * m)) = returnSign m a b x • P (u (m - x)) := by
  have haa : a * a = 1 := by rcases ha with h | h <;> rw [h] <;> norm_num
  have hbb : b * b = 1 := by rcases hb with h | h <;> rw [h] <;> norm_num
  unfold inversionLoop returnSign
  by_cases hx0 : x = 0
  · subst hx0
    rw [Nat.mod_eq_of_lt (by omega), if_pos (by omega), if_pos rfl, Nat.sub_zero, h1,
      smul_smul, hbb, one_smul, Nat.add_zero]
  · by_cases hxm : x = m
    · subst hxm
      have e : (x + x) % (2 * x) = 0 := by rw [← two_mul, Nat.mod_self]
      rw [e, if_pos (by omega), if_neg hx0, if_pos rfl, Nat.sub_self, h0,
        smul_smul, haa, one_smul]
    · have e : 2 * m - (m + x) = m - x := by omega
      rw [Nat.mod_eq_of_lt (by omega), if_neg (by omega), if_neg hx0, if_neg hxm, e, one_smul]
```

The three cases are the start of the return path, its end and the points between. The first two use $b^2=1$ and $a^2=1$. In the third the sign is one, and only the index has to be matched.

## The loop product for any number of bands

```lean
/-- For an inversion-symmetric loop of frames, the cyclic product of overlap determinants is
the product of all parities at the two invariant points times a product of squared moduli. -/
theorem wilsonLoop_eq_parity (P : V ≃ₗᵢ[ℂ] V) (u : ℕ → ι → V) (m : ℕ) (hm : 0 < m)
    (a b : ι → ℂ) (ha : ∀ i, a i = 1 ∨ a i = -1) (hb : ∀ i, b i = 1 ∨ b i = -1)
    (h0 : ∀ i, P (u 0 i) = a i • u 0 i) (h1 : ∀ i, P (u m i) = b i • u m i) :
    wilsonLoop (2 * m) (fun j i => inversionLoop P (fun k => u k i) m j) =
      ((∏ i, a i) * ∏ i, b i) *
        ((∏ j ∈ range m, ‖link (u j) (u (j + 1))‖ ^ 2 : ℝ) : ℂ) := by
  -- the outgoing half consists of the given frames
  have out : ∀ j, j ≤ m → (fun i => inversionLoop P (fun k => u k i) m j) = u j := by
    intro j hj
    funext i
    unfold inversionLoop
    rw [if_pos hj]
  have first : ∀ j ∈ range m,
      link (fun i => inversionLoop P (fun k => u k i) m j)
        (fun i => inversionLoop P (fun k => u k i) m ((j + 1) % (2 * m))) =
      link (u j) (u (j + 1)) := by
    intro j hj
    have hj' := Finset.mem_range.mp hj
    rw [Nat.mod_eq_of_lt (by omega), out j (by omega), out (j + 1) (by omega)]
  -- the return half gives the conjugate links, up to signs
  have back : ∀ x, x ≤ m →
      (fun i => inversionLoop P (fun k => u k i) m ((m + x) % (2 * m))) =
        fun i => returnSign m (a i) (b i) x • P (u (m - x) i) := fun x hx =>
    funext fun i => inversionLoop_return P (fun k => u k i) m hm (a i) (b i)
      (ha i) (hb i) (h0 i) (h1 i) x hx
  have real : ∀ i x, conj (returnSign m (a i) (b i) x) = returnSign m (a i) (b i) x := by
    intro i x
    unfold returnSign
    rcases ha i with h | h <;> rcases hb i with h' | h' <;> rw [h, h'] <;>
      split_ifs <;> simp
  have second : ∀ x ∈ range m,
      link (fun i => inversionLoop P (fun k => u k i) m (m + x))
        (fun i => inversionLoop P (fun k => u k i) m ((m + x + 1) % (2 * m))) =
      (∏ i, returnSign m (a i) (b i) x * returnSign m (a i) (b i) (x + 1)) *
        conj (link (u (m - 1 - x)) (u (m - 1 - x + 1))) := by
    intro x hx
    have hx' := Finset.mem_range.mp hx
    have e1 := back x (by omega)
    rw [Nat.mod_eq_of_lt (by omega)] at e1
    have e2 := back (x + 1) (by omega)
    rw [← Nat.add_assoc] at e2
    have i1 : m - x = m - 1 - x + 1 := by omega
    have i2 : m - (x + 1) = m - 1 - x := by omega
    rw [e1, e2, link_smul_map, i1, i2, link_swap (u (m - 1 - x)) (u (m - 1 - x + 1)),
      Finset.prod_congr rfl (fun i _ => real i x), Finset.prod_mul_distrib, mul_assoc]
  have signs : ∏ x ∈ range m, ∏ i,
      (returnSign m (a i) (b i) x * returnSign m (a i) (b i) (x + 1)) =
      (∏ i, a i) * ∏ i, b i := by
    rw [Finset.prod_comm, ← Finset.prod_mul_distrib]
    exact Finset.prod_congr rfl (fun i _ => prod_returnSign m hm (a i) (b i))
  have split : wilsonLoop (2 * m) (fun j i => inversionLoop P (fun k => u k i) m j) =
      (∏ j ∈ range m, link (u j) (u (j + 1))) * (((∏ i, a i) * ∏ i, b i) *
        ∏ j ∈ range m, conj (link (u j) (u (j + 1)))) := by
    unfold wilsonLoop
    rw [← Finset.prod_range_reflect (fun j => conj (link (u j) (u (j + 1)))) m, ← signs,
      ← Finset.prod_mul_distrib, ← Finset.prod_congr rfl first,
      ← Finset.prod_congr rfl second, ← Finset.prod_range_add, ← two_mul]
  -- each link meets its conjugate
  have moduli : (∏ j ∈ range m, link (u j) (u (j + 1))) *
      ∏ j ∈ range m, conj (link (u j) (u (j + 1))) =
      ((∏ j ∈ range m, ‖link (u j) (u (j + 1))‖ ^ 2 : ℝ) : ℂ) := by
    rw [← Finset.prod_mul_distrib, Complex.ofReal_prod]
    refine Finset.prod_congr rfl (fun j _ => ?_)
    rw [Complex.mul_conj, Complex.normSq_eq_norm_sq]
  rw [split, mul_left_comm, moduli]
```

The hypotheses `h0` and `h1` state that the end frames consist of parity eigenvectors. The frames need not be orthonormal. No Hamiltonian appears: the return half is defined by applying `P`, where a band model would obtain it from the symmetry of its Hamiltonian. The single operator `P` stands for an inversion that acts by the same matrix at every momentum, in a convention where the Bloch Hamiltonian is periodic.

In the proof, `first` identifies the outgoing links and `second` the return links with their signs. `signs` multiplies these signs over steps and bands. `split` joins the two halves, using `prod_range_reflect` to reverse the order of the return path, and `moduli` pairs each link with its conjugate.

## Zero or π

```lean
/-- If no link vanishes, the phase of the loop product is `0` when the parities at the two
invariant points multiply to `1`, and `π` when they multiply to `-1`. -/
theorem zakPhase_eq (P : V ≃ₗᵢ[ℂ] V) (u : ℕ → ι → V) (m : ℕ) (hm : 0 < m)
    (a b : ι → ℂ) (ha : ∀ i, a i = 1 ∨ a i = -1) (hb : ∀ i, b i = 1 ∨ b i = -1)
    (h0 : ∀ i, P (u 0 i) = a i • u 0 i) (h1 : ∀ i, P (u m i) = b i • u m i)
    (hlink : ∀ j < m, link (u j) (u (j + 1)) ≠ 0) :
    ((∏ i, a i) * ∏ i, b i = 1 →
      (wilsonLoop (2 * m) (fun j i => inversionLoop P (fun k => u k i) m j)).arg = 0) ∧
    ((∏ i, a i) * ∏ i, b i = -1 →
      (wilsonLoop (2 * m) (fun j i => inversionLoop P (fun k => u k i) m j)).arg
        = Real.pi) := by
  have hr : 0 < ∏ j ∈ range m, ‖link (u j) (u (j + 1))‖ ^ 2 :=
    Finset.prod_pos (fun j hj =>
      pow_pos (norm_pos_iff.mpr (hlink j (Finset.mem_range.mp hj))) 2)
  rw [wilsonLoop_eq_parity P u m hm a b ha hb h0 h1]
  constructor
  · intro h
    rw [h, one_mul]
    exact Complex.arg_ofReal_of_nonneg hr.le
  · intro h
    rw [h, neg_one_mul, ← Complex.ofReal_neg]
    exact Complex.arg_ofReal_of_neg (neg_lt_zero.mpr hr)
```

The assumption `hlink` says that neighbouring occupied spaces are nowhere so different that their overlap determinant vanishes; a zero product has no phase. Since all parities are $\pm1$, the two implications cover every case. The proof shows that the product of squared moduli is positive and reads off the argument of a positive or a negative real number. The phase is that of a finite product, and no limit to the continuum Berry-phase integral is taken.

## One band

```lean
/-- For a single band, the cyclic overlap product around the inversion-symmetric loop is the
product of the two end parities times the squared moduli of the outgoing overlaps. -/
theorem single_band (P : V ≃ₗᵢ[ℂ] V) (u : ℕ → V) (m : ℕ) (hm : 0 < m) (a b : ℂ)
    (ha : a = 1 ∨ a = -1) (hb : b = 1 ∨ b = -1)
    (h0 : P (u 0) = a • u 0) (h1 : P (u m) = b • u m) :
    ∏ j ∈ range (2 * m), inner ℂ (inversionLoop P u m j)
        (inversionLoop P u m ((j + 1) % (2 * m))) =
      a * b * ((∏ j ∈ range m, ‖inner ℂ (u j) (u (j + 1))‖ ^ 2 : ℝ) : ℂ) := by
  have hl : ∀ x y : V, link (fun _ : Unit => x) (fun _ : Unit => y) = inner ℂ x y := by
    intro x y
    simp [link]
  have h := wilsonLoop_eq_parity P (fun k (_ : Unit) => u k) m hm (fun _ => a) (fun _ => b)
    (fun _ => ha) (fun _ => hb) (fun _ => h0) (fun _ => h1)
  simpa only [wilsonLoop, hl, Finset.univ_unique, Finset.prod_singleton] using h
```

With the one-element type `Unit` as band label, the determinant is a single inner product. For unit vectors, the theorem states that the cyclic overlap product equals $ab\prod_j|\langle u_j|u_{j+1}\rangle|^2$.

## Two sites exchanged by inversion

```lean
/-- The exchange of the two sites of a two-site cell. -/
def siteSwap : EuclideanSpace ℂ (Fin 2) ≃ₗᵢ[ℂ] EuclideanSpace ℂ (Fin 2) :=
  LinearIsometryEquiv.piLpCongrLeft 2 ℂ ℂ (Equiv.swap 0 1)

/-- Unnormalised two-site states: the sum of the sites, the first site, the difference. -/
def cellState : ℕ → EuclideanSpace ℂ (Fin 2)
  | 0 => !₂[1, 1]
  | 1 => !₂[1, 0]
  | _ => !₂[1, -1]
```

After normalisation the three states are $(1,1)/\sqrt2$, $(1,0)$ and $(1,-1)/\sqrt2$.

```lean
/-- Under site exchange the first two-site state is even and the third is odd, and
consecutive states have nonzero overlap. -/
theorem single_band_witness :
    siteSwap (cellState 0) = (1 : ℂ) • cellState 0 ∧
    siteSwap (cellState 2) = (-1 : ℂ) • cellState 2 ∧
    inner ℂ (cellState 0) (cellState 1) ≠ 0 ∧
    inner ℂ (cellState 1) (cellState 2) ≠ 0 := by
  refine ⟨?_, ?_, ?_, ?_⟩
  · ext i
    fin_cases i <;> simp [siteSwap, cellState, LinearIsometryEquiv.piLpCongrLeft_apply,
      Equiv.piCongrLeft'_apply]
  · ext i
    fin_cases i <;> simp [siteSwap, cellState, LinearIsometryEquiv.piLpCongrLeft_apply,
      Equiv.piCongrLeft'_apply]
  · simp [cellState, PiLp.inner_apply, Fin.sum_univ_two]
  · simp [cellState, PiLp.inner_apply, Fin.sum_univ_two]

end

end ZakParityIndicator
```

These vectors satisfy the one-band hypotheses with $m=2$, $a=1$, $b=-1$ and no vanishing link, so the case of phase $\pi$ does occur. Each normalised outgoing overlap is $1/\sqrt2$, and the loop product is $-\tfrac12\cdot\tfrac12=-\tfrac14$. The proof checks the two parities component by component and evaluates the two inner products.

```lean
#print axioms ZakParityIndicator.wilsonLoop_eq_parity
-- 'ZakParityIndicator.wilsonLoop_eq_parity' depends on axioms: [propext, Classical.choice, Quot.sound]
#print axioms ZakParityIndicator.zakPhase_eq
-- 'ZakParityIndicator.zakPhase_eq' depends on axioms: [propext, Classical.choice, Quot.sound]
#print axioms ZakParityIndicator.single_band
-- 'ZakParityIndicator.single_band' depends on axioms: [propext, Classical.choice, Quot.sound]
```
